# For a finite sum of decaying exponentials with positive weights, the effective mass never rises and tends to the lowest energy

## Can the curve level off and then drop again?

I write my imaginary-time correlator, at zero temperature and with ħ = 1, as

C(τ) = Σ_i w_i exp(−τ E_i).

Here E_i are excitation energies above the ground state, whose own constant contribution I have subtracted, and w_i > 0 is the squared overlap of level i with the state that my operator creates. From two time slices a distance a > 0 apart I form the effective mass

m(τ) = log(C(τ)/C(τ+a)) / a

and read the gap off its plateau. Suppose there were no noise at all. Could m(τ) dip below the gap and come back up? And if it takes the same value at two times, have I reached the gap, or can it fall again later?

## No dip, and no exact plateau while two energies differ

For finitely many levels with positive weights, m(τ) never rises and never lies below the smallest E_i, so every noiseless value is an upper bound on the gap in your operator's channel. If m takes exactly the same value at two different times, all the energies in the sum coincide. With two different energies present the curve always falls strictly, so a plateau in data is only approximate. It can also mislead: if the lowest level has a very small weight, the curve can linger near a higher level first.

**Monotonicity.** Compare the times τ and τ+d with d > 0. All correlators are positive, so m(τ) > m(τ+d) is equivalent to D > 0, where

D = C(τ) C(τ+d+a) − C(τ+a) C(τ+d).

Put p_i = w_i exp(−τE_i), x_i = exp(−dE_i) and y_i = exp(−aE_i). Then

C(τ) C(τ+d+a) = Σ_i Σ_j p_i p_j x_j y_j,

C(τ+a) C(τ+d) = Σ_i Σ_j p_i p_j y_i x_j.

Adding to each double sum its copy with i and j exchanged gives

2D = Σ_i Σ_j p_i p_j (x_i y_i + x_j y_j − x_i y_j − x_j y_i)
 = Σ_i Σ_j p_i p_j (x_i − x_j)(y_i − y_j).

If E_i < E_j, both differences are positive; if E_i > E_j, both are negative; if the energies agree, both vanish. So D > 0 as soon as two energies differ, and D = 0 if they are all equal.

**Bounds.** Let g be a level of lowest energy and Δ_i = E_i − E_g ≥ 0. From below,

exp(aE_g) C(τ+a) = Σ_i w_i exp(−τE_i) exp(−aΔ_i) ≤ C(τ),

and taking logarithms gives E_g ≤ m(τ). For the upper bound, define the excited-state contamination

R(τ) = Σ_i w_i exp(−τΔ_i)(1 − exp(−aΔ_i)) ≥ 0.

Factoring out the decay of the lowest level gives

exp(−aE_g) C(τ) − C(τ+a) = exp(−(τ+a)E_g) R(τ).

Divide by C(τ+a), which is at least its single term w_g exp(−(τ+a)E_g):

exp(−aE_g) C(τ)/C(τ+a) − 1 ≤ R(τ)/w_g.

Since log x ≤ x − 1, the left side is at least a(m(τ) − E_g). Hence

E_g ≤ m(τ) ≤ E_g + R(τ)/(w_g a).

**Limit.** In R(τ), terms with Δ_i = 0 vanish identically and the others decay exponentially. The sum is finite, so R(τ) → 0 and m(τ) → E_g.

**A negative weight.** Take w_0 = 1, w_1 = −1/2, E_0 = 0 and E_1 = 1. Then C(τ) = 1 − exp(−τ)/2 is positive for τ ≥ 0 but grows with τ, so C(τ) < C(τ+a) and m(τ) < 0 = E_0. The lower bound can therefore fail once a weight is negative, even when the lowest level has positive weight and the correlator is positive at both slices. Adding the same constant to both energies adds it to m(τ) as well, so the failure does not depend on the choice E_0 = 0. Such weights can occur when the operators at the two ends of the correlator differ, because w_i is then a product of two different overlaps.

**What the Lean theorems say.** The levels form a finite type `ι`, and `w E : ι → ℝ` are the weights and energies. `correlator w E τ` is C(τ), `effectiveMass w E a τ` is m(τ), and `contamination w E g a τ` is R(τ). The name "effective mass" follows lattice field theory; the quantity is an energy, unrelated to the curvature of an electronic band. The weights need no normalisation, since a common factor cancels in the ratio.

The main theorem, `effectiveMass_antitone_tendsto`, assumes at least one level, `hw : ∀ i, 0 < w i` and `ha : 0 < a`. It concludes that m is `Antitone`, meaning nonincreasing, over all real τ and not only over multiples of a, and that it tends to `⨅ i, E i` as τ → ∞. For a finite nonempty family this infimum is the smallest energy. The energies may be negative or degenerate. A level that your operator does not reach has zero weight and must be left out of `ι`, so the limit is the lowest energy that the operator does reach.

The step left to you is to identify the simulated correlator with such a sum. A path-integral run has statistical noise and usually infinitely many levels, which the theorems do not cover. A ring-polymer run is also at finite temperature. With β the inverse temperature, the correlator of a Hermitian operator with itself then satisfies C(β − τ) = C(τ), so m(τ) = 0 at τ = (β − a)/2 even without noise. There m(τ) is not an upper bound on the gap, and the zero-temperature form above no longer describes the data.

```lean
import Mathlib

open Filter Topology

namespace LatticeEffectiveMass

noncomputable section

variable {ι : Type*} [Fintype ι]

/-- The imaginary-time correlator `C(τ) = ∑ w_i exp(-τ E_i)` with weights `w` and energies `E`. -/
def correlator (w E : ι → ℝ) (τ : ℝ) : ℝ := ∑ i, w i * Real.exp (-(τ * E i))

/-- The effective mass `log (C(τ) / C(τ + a)) / a` read off from two time slices a distance `a`
apart, for `a ≠ 0` and correlators that are positive at both slices. -/
def effectiveMass (w E : ι → ℝ) (a τ : ℝ) : ℝ :=
  Real.log (correlator w E τ / correlator w E (τ + a)) / a

/-- The excited-state contamination `∑ w_i exp(-τ Δ_i) (1 - exp(-a Δ_i))`, where
`Δ_i = E_i - E_g` is the energy of level `i` relative to a reference level `g`. -/
def contamination (w E : ι → ℝ) (g : ι) (a τ : ℝ) : ℝ :=
  ∑ i, w i * (Real.exp (-(τ * (E i - E g))) * (1 - Real.exp (-(a * (E i - E g)))))

/-- A correlator with positive weights and at least one level is positive at all times. -/
theorem correlator_pos [Nonempty ι] {w : ι → ℝ} (E : ι → ℝ) (hw : ∀ i, 0 < w i) (τ : ℝ) :
    0 < correlator w E τ :=
  Finset.sum_pos (fun i _ => mul_pos (hw i) (Real.exp_pos _)) Finset.univ_nonempty

/-- Correlators at four times combine into a sum over pairs of levels, each pair entering
through the differences of its Boltzmann factors. -/
theorem correlator_cross (w E : ι → ℝ) (τ d a : ℝ) :
    2 * (correlator w E τ * correlator w E (τ + d + a)
      - correlator w E (τ + a) * correlator w E (τ + d)) =
    ∑ i, ∑ j, w i * w j * Real.exp (-(τ * E i)) * Real.exp (-(τ * E j)) *
      ((Real.exp (-(d * E i)) - Real.exp (-(d * E j))) *
        (Real.exp (-(a * E i)) - Real.exp (-(a * E j)))) := by
  have h : ∀ s t i, Real.exp (-((s + t) * E i)) =
      Real.exp (-(s * E i)) * Real.exp (-(t * E i)) := by
    intro s t i
    rw [← Real.exp_add]
    congr 1
    ring
  -- write each product in both orders, so that the double sum is symmetric
  have hs : ∀ A B C D : ℝ, 2 * (A * B - C * D) = (A * B + B * A) - (C * D + D * C) := by
    intro A B C D
    ring
  rw [hs]
  simp only [correlator, Finset.sum_mul_sum, ← Finset.sum_add_distrib,
    ← Finset.sum_sub_distrib, h]
  refine Finset.sum_congr rfl fun i _ => Finset.sum_congr rfl fun j _ => ?_
  ring

/-- For two different energies `x`, `y` and positive times `d`, `a`, the Boltzmann factors at
both times are ordered the same way. -/
theorem boltzmann_pair_pos {d a x y : ℝ} (hd : 0 < d) (ha : 0 < a) (hxy : x ≠ y) :
    0 < (Real.exp (-(d * x)) - Real.exp (-(d * y))) *
      (Real.exp (-(a * x)) - Real.exp (-(a * y))) := by
  have key : ∀ c : ℝ, 0 < c → ∀ u v : ℝ, u < v →
      Real.exp (-(c * v)) < Real.exp (-(c * u)) := fun c hc u v h =>
    Real.exp_lt_exp.2 (neg_lt_neg (mul_lt_mul_of_pos_left h hc))
  rcases lt_or_gt_of_ne hxy with h | h
  · exact mul_pos (sub_pos.2 (key d hd x y h)) (sub_pos.2 (key a ha x y h))
  · exact mul_pos_of_neg_of_neg (sub_neg.2 (key d hd y x h)) (sub_neg.2 (key a ha y x h))

/-- With positive weights and spacing `a > 0`, the effective mass strictly decreases in
imaginary time as soon as two levels have different energies. -/
theorem effectiveMass_strictAnti {w E : ι → ℝ} {a : ℝ} (hw : ∀ i, 0 < w i) (ha : 0 < a)
    {k l : ι} (hkl : E k ≠ E l) : StrictAnti (effectiveMass w E a) := by
  have : Nonempty ι := ⟨k⟩
  intro τ σ hτσ
  obtain ⟨d, rfl⟩ : ∃ d, σ = τ + d := ⟨σ - τ, by ring⟩
  have hd : 0 < d := by linarith
  have hpre : ∀ i j, 0 < w i * w j * Real.exp (-(τ * E i)) * Real.exp (-(τ * E j)) :=
    fun i j => mul_pos (mul_pos (mul_pos (hw i) (hw j)) (Real.exp_pos _)) (Real.exp_pos _)
  have hnn : ∀ i j, 0 ≤ w i * w j * Real.exp (-(τ * E i)) * Real.exp (-(τ * E j)) *
      ((Real.exp (-(d * E i)) - Real.exp (-(d * E j))) *
        (Real.exp (-(a * E i)) - Real.exp (-(a * E j)))) := by
    intro i j
    by_cases h : E i = E j
    · rw [h, sub_self, zero_mul, mul_zero]
    · exact (mul_pos (hpre i j) (boltzmann_pair_pos hd ha h)).le
  -- the pair (k, l) makes the double sum strictly positive
  have hpos := Finset.sum_pos' (fun i _ => Finset.sum_nonneg fun j _ => hnn i j)
    ⟨k, Finset.mem_univ k, Finset.sum_pos' (fun j _ => hnn k j)
      ⟨l, Finset.mem_univ l, mul_pos (hpre k l) (boltzmann_pair_pos hd ha hkl)⟩⟩
  rw [← correlator_cross] at hpos
  have hC := correlator_pos E hw
  refine div_lt_div_of_pos_right (Real.log_lt_log (div_pos (hC _) (hC _)) ?_) ha
  rw [div_lt_div_iff₀ (hC _) (hC _)]
  linarith

/-- With positive weights and `a > 0`, the effective mass takes the same value at two different
times exactly when all levels have the same energy. -/
theorem effectiveMass_eq_iff [Nonempty ι] {w E : ι → ℝ} {a τ σ : ℝ} (hw : ∀ i, 0 < w i)
    (ha : 0 < a) (hτσ : τ < σ) :
    effectiveMass w E a τ = effectiveMass w E a σ ↔ ∀ i j, E i = E j := by
  constructor
  · intro h i j
    by_contra hij
    exact (effectiveMass_strictAnti hw ha hij hτσ).ne' h
  · intro h
    obtain ⟨d, rfl⟩ : ∃ d, σ = τ + d := ⟨σ - τ, by ring⟩
    have hC := correlator_pos E hw
    have hx := correlator_cross w E τ d a
    rw [Finset.sum_eq_zero fun i _ => Finset.sum_eq_zero fun j _ => by
      rw [h i j, sub_self, zero_mul, mul_zero]] at hx
    have hr : correlator w E τ / correlator w E (τ + a) =
        correlator w E (τ + d) / correlator w E (τ + d + a) := by
      rw [div_eq_div_iff (hC _).ne' (hC _).ne']
      linarith
    rw [effectiveMass, effectiveMass, hr]

/-- With positive weights and `a > 0`, the effective mass is at least the lowest energy `E_g` of a
level `g`, and exceeds it by at most the contamination divided by `w_g a`. -/
theorem effectiveMass_bounds {w E : ι → ℝ} {a : ℝ} (hw : ∀ i, 0 < w i) (ha : 0 < a)
    {g : ι} (hmin : ∀ i, E g ≤ E i) (τ : ℝ) :
    E g ≤ effectiveMass w E a τ ∧
      effectiveMass w E a τ ≤ E g + contamination w E g a τ / w g / a := by
  have : Nonempty ι := ⟨g⟩
  have hC := correlator_pos E hw
  have hq := div_pos (hC τ) (hC (τ + a))
  constructor
  · -- every level decays at least as fast as the lowest one
    rw [effectiveMass, le_div_iff₀ ha, Real.le_log_iff_exp_le hq, le_div_iff₀ (hC _)]
    unfold correlator
    rw [Finset.mul_sum]
    refine Finset.sum_le_sum fun i _ => ?_
    rw [mul_left_comm, ← Real.exp_add]
    exact mul_le_mul_of_nonneg_left (Real.exp_le_exp.2
      (by nlinarith [mul_le_mul_of_nonneg_right (hmin i) ha.le])) (hw i).le
  · have hnum : Real.exp (-(a * E g)) * correlator w E τ - correlator w E (τ + a) =
        Real.exp (-((τ + a) * E g)) * contamination w E g a τ := by
      unfold correlator contamination
      rw [Finset.mul_sum, Finset.mul_sum, ← Finset.sum_sub_distrib]
      refine Finset.sum_congr rfl fun i _ => ?_
      have h1 : Real.exp (-(a * E g)) * Real.exp (-(τ * E i)) =
          Real.exp (-((τ + a) * E g)) * Real.exp (-(τ * (E i - E g))) := by
        rw [← Real.exp_add, ← Real.exp_add]
        congr 1
        ring
      have h2 : Real.exp (-((τ + a) * E i)) = Real.exp (-((τ + a) * E g)) *
          Real.exp (-(τ * (E i - E g))) * Real.exp (-(a * (E i - E g))) := by
        rw [← Real.exp_add, ← Real.exp_add]
        congr 1
        ring
      linear_combination w i * h1 - w i * h2
    have hS : 0 ≤ contamination w E g a τ :=
      Finset.sum_nonneg fun i _ => mul_nonneg (hw i).le (mul_nonneg (Real.exp_pos _).le
        (sub_nonneg.2 (Real.exp_le_one_iff.2
          (neg_nonpos.2 (mul_nonneg ha.le (sub_nonneg.2 (hmin i)))))))
    have hden : w g * Real.exp (-((τ + a) * E g)) ≤ correlator w E (τ + a) :=
      Finset.single_le_sum (f := fun i => w i * Real.exp (-((τ + a) * E i)))
        (fun i _ => (mul_pos (hw i) (Real.exp_pos _)).le) (Finset.mem_univ g)
    -- use log x ≤ x - 1 after removing the decay of the lowest level
    have hlog := Real.log_le_sub_one_of_pos (mul_pos (Real.exp_pos (-(a * E g))) hq)
    rw [Real.log_mul (Real.exp_pos _).ne' hq.ne', Real.log_exp] at hlog
    have hx : Real.exp (-(a * E g)) * (correlator w E τ / correlator w E (τ + a)) - 1 ≤
        contamination w E g a τ / w g := by
      have e : Real.exp (-(a * E g)) * (correlator w E τ / correlator w E (τ + a)) - 1 =
          Real.exp (-((τ + a) * E g)) * contamination w E g a τ / correlator w E (τ + a) := by
        rw [← hnum, sub_div, div_self (hC _).ne', mul_div_assoc]
      rw [e, div_le_div_iff₀ (hC _) (hw g)]
      nlinarith [mul_le_mul_of_nonneg_left hden hS]
    rw [effectiveMass, div_le_iff₀ ha, add_mul, div_mul_cancel₀ _ ha.ne']
    linarith

/-- The contamination relative to a lowest level `g` dies out at large imaginary time. -/
theorem contamination_tendsto (w : ι → ℝ) {E : ι → ℝ} (a : ℝ) {g : ι}
    (hmin : ∀ i, E g ≤ E i) : Tendsto (contamination w E g a) atTop (𝓝 0) := by
  have h : Tendsto (fun τ : ℝ => ∑ i, w i * (Real.exp (-(τ * (E i - E g))) *
      (1 - Real.exp (-(a * (E i - E g)))))) atTop (𝓝 (∑ _i : ι, (0 : ℝ))) := by
    refine tendsto_finsetSum _ fun i _ => ?_
    rcases (hmin i).eq_or_lt with h | h
    · simp [h]
    · have h1 : Tendsto (fun τ : ℝ => Real.exp (-(τ * (E i - E g)))) atTop (𝓝 0) :=
        Real.tendsto_exp_neg_atTop_nhds_zero.comp
          (tendsto_id.atTop_mul_const (sub_pos.2 h))
      have h2 := (h1.mul_const (1 - Real.exp (-(a * (E i - E g))))).const_mul (w i)
      rw [zero_mul, mul_zero] at h2
      exact h2
  rw [Finset.sum_const_zero] at h
  exact h

/-- For positive weights, at least one level and spacing `a > 0`, the effective mass is
nonincreasing in imaginary time and tends to the smallest energy. -/
theorem effectiveMass_antitone_tendsto [Nonempty ι] {w : ι → ℝ} (E : ι → ℝ) {a : ℝ}
    (hw : ∀ i, 0 < w i) (ha : 0 < a) :
    Antitone (effectiveMass w E a) ∧
      Tendsto (effectiveMass w E a) atTop (𝓝 (⨅ i, E i)) := by
  constructor
  · intro τ σ h
    rcases h.eq_or_lt with rfl | h
    · exact le_rfl
    · by_cases hE : ∀ i j, E i = E j
      · exact ((effectiveMass_eq_iff hw ha h).2 hE).ge
      · push Not at hE
        obtain ⟨k, l, hkl⟩ := hE
        exact (effectiveMass_strictAnti hw ha hkl h).le
  · obtain ⟨g, hg⟩ := exists_eq_ciInf_of_finite (f := E)
    have hmin : ∀ i, E g ≤ E i := fun i =>
      hg.le.trans (ciInf_le (Set.finite_range E).bddBelow i)
    rw [← hg]
    -- squeeze between the lowest energy and the contamination bound
    have hup := (((contamination_tendsto w a hmin).div_const (w g)).div_const a).const_add (E g)
    rw [zero_div, zero_div, add_zero] at hup
    exact tendsto_of_tendsto_of_tendsto_of_le_of_le tendsto_const_nhds hup
      (fun τ => (effectiveMass_bounds hw ha hmin τ).1)
      (fun τ => (effectiveMass_bounds hw ha hmin τ).2)

/-- With weights `1`, `-1/2` and energies `0`, `1`, the effective mass for `a > 0` lies strictly
below the lowest energy `0` at every time `τ ≥ 0`. -/
theorem effectiveMass_neg_of_negative_weight {a τ : ℝ} (ha : 0 < a) (hτ : 0 ≤ τ) :
    effectiveMass (![1, -1 / 2] : Fin 2 → ℝ) (![0, 1] : Fin 2 → ℝ) a τ < 0 := by
  have hC : ∀ t : ℝ, correlator (![1, -1 / 2] : Fin 2 → ℝ) (![0, 1] : Fin 2 → ℝ) t =
      1 - Real.exp (-t) / 2 := by
    intro t
    simp [correlator, Fin.sum_univ_two]
    ring
  have h1 : Real.exp (-τ) ≤ 1 := Real.exp_le_one_iff.2 (by linarith)
  have h2 : Real.exp (-(τ + a)) < Real.exp (-τ) := Real.exp_lt_exp.2 (by linarith)
  have h3 : 0 < 1 - Real.exp (-τ) / 2 := by linarith
  have h4 : 0 < 1 - Real.exp (-(τ + a)) / 2 := by linarith
  rw [effectiveMass, hC, hC]
  exact div_neg_of_neg_of_pos
    (Real.log_neg (div_pos h3 h4) ((div_lt_one h4).2 (by linarith))) ha

end

end LatticeEffectiveMass
```

```lean
#print axioms LatticeEffectiveMass.effectiveMass_antitone_tendsto
#print axioms LatticeEffectiveMass.effectiveMass_neg_of_negative_weight
```

```
'LatticeEffectiveMass.effectiveMass_antitone_tendsto' depends on axioms: [propext, Classical.choice, Quot.sound]
'LatticeEffectiveMass.effectiveMass_neg_of_negative_weight' depends on axioms: [propext, Classical.choice, Quot.sound]
```

**How the code carries out these steps.** `correlator_pos` supplies the positivity that the divisions and logarithms need. `correlator_cross` is the formula for 2D: its step `hs` writes each product in both orders, `Finset.sum_mul_sum` turns products of sums into double sums, and `ring` compares them term by term. `boltzmann_pair_pos` is the sign argument for (x_i − x_j)(y_i − y_j), split by which energy is larger.

`effectiveMass_strictAnti` takes two levels `k` and `l` with different energies. All terms of the double sum are nonnegative (`hnn`) and the pair (k, l) contributes a positive one, so D > 0; `div_lt_div_iff₀` converts this into the inequality between ratios. `effectiveMass_eq_iff` answers your plateau question. In one direction, two different energies would contradict strict decrease; in the other, equal energies make every term of the double sum zero.

In `effectiveMass_bounds`, the lower bound is a termwise comparison of sums. For the upper bound, `hnum` is the factored difference, `hden` keeps only the lowest level in C(τ+a), `hlog` is log x ≤ x − 1, and `hx` is the resulting estimate by R(τ)/w_g. `contamination_tendsto` treats the terms with Δ_i = 0 and Δ_i > 0 separately.

The main theorem gets monotonicity by asking whether all energies agree, and the limit by squeezing m between the two bounds. `effectiveMass_neg_of_negative_weight` is the two-level example: it evaluates both correlators and shows that their ratio is below one, so its logarithm is negative.
